# Stability threshold and dressed susceptibility of an exchange impurity in a paramagnetic host

Let a finite host have a real symmetric positive definite susceptibility matrix $X$, and let site $i$ gain extra exchange $d$. With $e_i$ the unit vector at site $i$, the stability matrix $K = X^{-1} - d\,e_ie_i^T$ is positive definite exactly when $dX_{ii}<1$, and then

$$K^{-1} = X + \frac{d}{1-dX_{ii}}\,(Xe_i)(Xe_i)^T .$$

The larger the local host susceptibility $X_{ii}$, the weaker the impurity that suffices to destroy the nonmagnetic state.

## The host and its impurity

The sites form a finite type `n`, and a magnetization pattern is a real vector $m$ with one component per site. The matrix $X$ is the static susceptibility of the interacting host, so any Stoner enhancement is already in it. Positive definiteness, `X.PosDef`, includes symmetry and says that the host alone is a stable paramagnet.

```lean
import Mathlib

open Matrix

namespace StonerHostImpurity

noncomputable section

variable {n : Type*} [Fintype n] [DecidableEq n]
```

In a field $h$ the quadratic mean-field energy is $\tfrac12 m\cdot Km - h\cdot m$, and its stationary point satisfies $Km=h$. The parameter $d$ stands for the difference in local exchange coupling between the impurity and a host atom, and contributes $-\tfrac12 d\,m_i^2$. It is an input of the model and may have either sign. The impurity changes nothing else: hopping, local density of states and exchange with the neighbours remain those of the host.

In Lean, `Pi.single i d` is the vector with $d$ at site $i$ and zero elsewhere, and placing it on a diagonal gives $d\,e_ie_i^T$.

```lean
/-- The stability matrix of a host with susceptibility matrix `X` (invertible) when site `i`
gains extra exchange `d`: the inverse susceptibility minus `d` on the diagonal entry of `i`. -/
def stability (X : Matrix n n ℝ) (i : n) (d : ℝ) : Matrix n n ℝ :=
  X⁻¹ - Matrix.diagonal (Pi.single i d)
```

A unit field at site $i$ produces the host magnetization $c = Xe_i$, with components $c_j = X_{ji}$. This is the polarization cloud.

```lean
/-- The polarization cloud of site `i`: the host magnetization produced by a unit field
at site `i`. -/
def cloud (X : Matrix n n ℝ) (i : n) : n → ℝ := fun j => X j i
```

The candidate for the dressed susceptibility adds a multiple of $cc^T$, written `vecMulVec (cloud X i) (cloud X i)`, to $X$. At this point it is only a definition; that it inverts $K$ is shown below.

```lean
/-- The candidate for the dressed susceptibility, meant for symmetric invertible `X` and
`d * X i i ≠ 1`: the matrix `X` plus `d / (1 - d * X i i)` times the outer product of the
polarization cloud with itself. -/
def dressed (X : Matrix n n ℝ) (i : n) (d : ℝ) : Matrix n n ℝ :=
  X + (d / (1 - d * X i i)) • vecMulVec (cloud X i) (cloud X i)
```

## Energy of a magnetization pattern

Since $c = Xe_i$, multiplication by the host stiffness returns the field: $X^{-1}c = e_i$. Positive definiteness supplies the nonzero determinant needed to cancel $X^{-1}X$.

```lean
/-- For a positive definite host susceptibility, the inverse susceptibility maps the
polarization cloud of site `i` to a unit field at site `i`. -/
theorem inv_mulVec_cloud {X : Matrix n n ℝ} (hX : X.PosDef) (i : n) :
    X⁻¹ *ᵥ cloud X i = Pi.single i 1 := by
  have hc : cloud X i = X *ᵥ Pi.single i 1 := by
    ext j
    simp [cloud]
  rw [hc, Matrix.mulVec_mulVec, Matrix.nonsing_inv_mul X hX.det_pos.ne'.isUnit,
    Matrix.one_mulVec]
```

The quadratic form, which is twice the energy at zero field, follows from the definition of $K$:

$$m\cdot Km = m\cdot X^{-1}m - d\,m_i^2 .$$

The proof first shows that the diagonal matrix sends $m$ to $d\,m_i\,e_i$, then takes the product with $m$.

```lean
/-- The quadratic form of the stability matrix at a magnetization pattern `m` (twice its energy at
zero field) is that of `X⁻¹` minus `d` times the squared moment on the impurity site. -/
theorem stability_energy (X : Matrix n n ℝ) (i : n) (d : ℝ) (m : n → ℝ) :
    m ⬝ᵥ stability X i d *ᵥ m = m ⬝ᵥ X⁻¹ *ᵥ m - d * m i ^ 2 := by
  have hD : Matrix.diagonal (Pi.single i d) *ᵥ m = Pi.single i (d * m i) := by
    ext k
    rw [Matrix.mulVec_diagonal]
    by_cases hk : k = i
    · rw [hk, Pi.single_eq_same, Pi.single_eq_same]
    · rw [Pi.single_eq_of_ne hk, Pi.single_eq_of_ne hk, zero_mul]
  rw [stability, Matrix.sub_mulVec, hD, dotProduct_sub, dotProduct_single]
  ring
```

Now complete the square. Remove from $m$ the cloud that carries the same moment at site $i$, leaving $u = m - (m_i/X_{ii})\,c$. Symmetry of $X$ gives $c\cdot X^{-1}m = m_i$, and $c\cdot X^{-1}c = c_i = X_{ii}$. Hence

$$u\cdot X^{-1}u = m\cdot X^{-1}m - \frac{2m_i^2}{X_{ii}} + \frac{m_i^2}{X_{ii}},$$

and therefore

$$m\cdot Km = u\cdot X^{-1}u + \Big(\frac1{X_{ii}}-d\Big)m_i^2 .$$

In the code, `h1` is $X^{-1}c=e_i$, which gives the second of these identities, `h2` is the first, $c\cdot X^{-1}m=m_i$, `simp only` expands the products, and `linear_combination` does the remaining algebra.

```lean
/-- For a positive definite host susceptibility, the quadratic form of the stability matrix at `m`
(twice the energy at zero field) is the form of `X⁻¹` at what remains of `m` after removing the
cloud that carries the moment `m i`, plus `1 / X i i - d` times that moment squared. -/
theorem energy_split {X : Matrix n n ℝ} (hX : X.PosDef) (i : n) (d : ℝ) (m : n → ℝ) :
    m ⬝ᵥ stability X i d *ᵥ m =
      (m - (m i / X i i) • cloud X i) ⬝ᵥ X⁻¹ *ᵥ (m - (m i / X i i) • cloud X i)
        + (1 / X i i - d) * m i ^ 2 := by
  have h1 := inv_mulVec_cloud hX i
  have hrow : cloud X i = X i := by
    funext j
    simpa [cloud] using hX.isHermitian.apply i j
  -- by symmetry of the host, the cloud paired with the field of `m` reads off `m i`
  have h2 : cloud X i ⬝ᵥ X⁻¹ *ᵥ m = m i := by
    rw [hrow]
    change (X *ᵥ (X⁻¹ *ᵥ m)) i = m i
    rw [Matrix.mulVec_mulVec, Matrix.mul_nonsing_inv X hX.det_pos.ne'.isUnit,
      Matrix.one_mulVec]
  have h3 : cloud X i i = X i i := rfl
  have hx : X i i * (X i i)⁻¹ = 1 := mul_inv_cancel₀ hX.diag_pos.ne'
  rw [stability_energy]
  simp only [Matrix.mulVec_sub, Matrix.mulVec_smul, h1, sub_dotProduct, dotProduct_sub,
    smul_dotProduct, dotProduct_smul, h2, dotProduct_single, Pi.sub_apply, Pi.smul_apply,
    h3, smul_eq_mul, mul_one]
  linear_combination (-(m i) ^ 2 * (X i i)⁻¹) * hx
```

## The threshold

Suppose $K$ is positive definite. Testing it on the nonzero vector $c$ gives

$$0 < c\cdot Kc = X_{ii} - dX_{ii}^2 = X_{ii}(1-dX_{ii}),$$

and $X_{ii}>0$ leaves $dX_{ii}<1$.

Conversely, let $dX_{ii}<1$ and $m\ne0$. If $m_i=0$, the form equals the host term $m\cdot X^{-1}m>0$. If $m_i\neq0$, the completed square is a nonnegative term plus a positive one. The case distinction `by_cases hi` follows this argument.

The threshold should not be read off the diagonal entry $K_{ii} = (X^{-1})_{ii}-d$. Its positivity is necessary but in general not sufficient, because it holds the other sites at zero moment, while $1/X_{ii}$ lets them respond. For two sites with

$$X^{-1}=\begin{pmatrix}2&1\\1&2\end{pmatrix},$$

the diagonal entry suggests $d<2$, but $X_{ii}=2/3$ and stability already ends at $d=3/2$.

```lean
/-- A host with positive definite susceptibility stays stable in the presence of the impurity
exactly when the extra exchange times the local host susceptibility is below one. -/
theorem stable_iff {X : Matrix n n ℝ} (hX : X.PosDef) (i : n) (d : ℝ) :
    (stability X i d).PosDef ↔ d * X i i < 1 := by
  have hpos : 0 < X i i := hX.diag_pos
  constructor
  · intro hK
    -- test stability on the polarization cloud
    have hne : cloud X i ≠ 0 := fun h => hpos.ne' (congrFun h i)
    have hE : 0 < cloud X i ⬝ᵥ stability X i d *ᵥ cloud X i := by
      simpa only [star_trivial] using hK.dotProduct_mulVec_pos hne
    rw [stability_energy, inv_mulVec_cloud hX, dotProduct_single] at hE
    have hE' : 0 < X i i * (1 - d * X i i) := by
      have h3 : cloud X i i = X i i := rfl
      rw [h3] at hE
      linarith
    linarith [pos_of_mul_pos_right hE' hpos.le]
  · intro hd
    rw [Matrix.posDef_iff_dotProduct_mulVec]
    refine ⟨hX.inv.isHermitian.sub (Matrix.isHermitian_diagonal _), ?_⟩
    intro m hm
    rw [star_trivial]
    by_cases hi : m i = 0
    · -- no moment on the impurity: only the host energy counts
      have hQ : 0 < m ⬝ᵥ X⁻¹ *ᵥ m := by
        simpa only [star_trivial] using hX.inv.dotProduct_mulVec_pos hm
      rw [stability_energy, hi]
      linarith
    · rw [energy_split hX]
      have hu := hX.inv.posSemidef.dotProduct_mulVec_nonneg
        (m - (m i / X i i) • cloud X i)
      rw [star_trivial] at hu
      have hgap : 0 < 1 / X i i - d := sub_pos.mpr ((lt_div_iff₀ hpos).mpr hd)
      have hsq : 0 < m i ^ 2 := by positivity
      exact add_pos_of_nonneg_of_pos hu (mul_pos hgap hsq)
```

## The dressed response

Let $\alpha = d/(1-dX_{ii})$, with $dX_{ii}\neq1$. From $X^{-1}c=e_i$ we get $Kc=(1-dX_{ii})\,e_i$, and symmetry gives $KX = I - d\,e_ic^T$. Then

$$K(X+\alpha cc^T) = I - d\,e_ic^T + \alpha(1-dX_{ii})\,e_ic^T = I .$$

The proof establishes the two products as `hKc` and `hKX`, then compares entries on and off row $i$.

```lean
/-- For a positive definite host susceptibility and away from the threshold `d * X i i = 1`,
the stability matrix times the dressed susceptibility is the identity. -/
theorem stability_mul_dressed {X : Matrix n n ℝ} (hX : X.PosDef) (i : n) {d : ℝ}
    (hd : d * X i i ≠ 1) : stability X i d * dressed X i d = 1 := by
  have hne : 1 - d * X i i ≠ 0 := sub_ne_zero.mpr hd.symm
  have hα : d / (1 - d * X i i) * (1 - d * X i i) = d := div_mul_cancel₀ _ hne
  -- the impurity scales the field that sustains the cloud by `1 - d * X i i`
  have hKc : stability X i d *ᵥ cloud X i = Pi.single i (1 - d * X i i) := by
    rw [stability, Matrix.sub_mulVec, inv_mulVec_cloud hX]
    ext k
    rw [Pi.sub_apply, Matrix.mulVec_diagonal]
    by_cases hk : k = i
    · rw [hk, Pi.single_eq_same, Pi.single_eq_same, Pi.single_eq_same]
      rfl
    · rw [Pi.single_eq_of_ne hk, Pi.single_eq_of_ne hk, Pi.single_eq_of_ne hk]
      ring
  have hKX : stability X i d * X = 1 - Matrix.diagonal (Pi.single i d) * X := by
    rw [stability, Matrix.sub_mul, Matrix.nonsing_inv_mul X hX.det_pos.ne'.isUnit]
  rw [dressed, Matrix.mul_add, Matrix.mul_smul, Matrix.mul_vecMulVec, hKc, hKX]
  ext k l
  have hl : cloud X i l = X i l := by
    simpa [cloud] using hX.isHermitian.apply i l
  simp only [Matrix.add_apply, Matrix.sub_apply, Matrix.smul_apply, Matrix.diagonal_mul,
    Matrix.vecMulVec_apply, smul_eq_mul, hl]
  by_cases hk : k = i
  · rw [hk, Pi.single_eq_same, Pi.single_eq_same]
    linear_combination X i l * hα
  · rw [Pi.single_eq_of_ne hk, Pi.single_eq_of_ne hk]
    ring
```

This identity also holds above the threshold, so a finite inverse is no evidence of stability. The next theorem joins the inverse to the stability criterion. In mean-field electronic structure, within this static quadratic model, it turns a known host susceptibility into a test of the nonmagnetic solution around one impurity.

```lean
/-- Impurity in a host with positive definite susceptibility: the system is stable exactly when
`d * X i i < 1`, and its susceptibility, the inverse stability matrix, is then the dressed one. -/
theorem impurity_response {X : Matrix n n ℝ} (hX : X.PosDef) (i : n) (d : ℝ) :
    ((stability X i d).PosDef ↔ d * X i i < 1) ∧
      (d * X i i < 1 → (stability X i d)⁻¹ =
        X + (d / (1 - d * X i i)) • vecMulVec (cloud X i) (cloud X i)) :=
  ⟨stable_iff hX i d, fun hd =>
    Matrix.inv_eq_right_inv (stability_mul_dressed hX i hd.ne)⟩
```

For a field on the impurity site, column $i$ of the dressed matrix gives the response at any site $j$:

$$X_{ji}+\alpha X_{ji}X_{ii} = \frac{X_{ji}}{1-dX_{ii}} .$$

The whole cloud is rescaled by one factor and keeps its shape. The calculation is pure algebra, so the theorem needs no positivity of $X$. Identifying the dressed matrix with $K^{-1}$ uses that $X$ is symmetric and invertible, which positive definiteness guarantees.

```lean
omit [Fintype n] [DecidableEq n] in
/-- For any real matrix `X` with `d * X i i ≠ 1`, the entry of `dressed X i d` in row `j` and column
`i` is `X j i` divided by `1 - d * X i i`. -/
theorem dressed_cloud (X : Matrix n n ℝ) (i j : n) {d : ℝ} (hd : d * X i i ≠ 1) :
    dressed X i d j i = X j i / (1 - d * X i i) := by
  have hne : 1 - d * X i i ≠ 0 := sub_ne_zero.mpr hd.symm
  have hα : d / (1 - d * X i i) * (1 - d * X i i) = d := div_mul_cancel₀ _ hne
  rw [eq_div_iff hne]
  simp only [dressed, cloud, Matrix.add_apply, Matrix.smul_apply, Matrix.vecMulVec_apply,
    smul_eq_mul]
  linear_combination (X j i * X i i) * hα
```

## A strongly enhanced host mode

Let $v$ be a normalized host mode, $v\cdot v=1$ and $Xv=\chi v$. Then $\chi = v\cdot Xv>0$ and $\chi\,v\cdot X^{-1}v=1$, so

$$\chi\,v\cdot Kv = 1-d\chi v_i^2 .$$

If $d\chi v_i^2\ge1$, the right side is not positive and $K$ cannot be positive definite. A large $\chi$ thus lets a small positive $d$ destroy stability, provided the mode has weight on the impurity site. For a mode spread evenly over all $N$ sites of the host, $v_i^2=1/N$ and this sufficient condition becomes $d\chi\ge N$. It is not the exact threshold when $N>1$: the other modes also contribute to $X_{ii}$, so stability ends at a smaller $d$.

The quadratic energy locates the loss of stability; the size of the moment that forms beyond it depends on higher-order terms, which this model omits.

```lean
/-- Let a host with positive definite susceptibility have a normalized mode `v` of
susceptibility `χ`. An impurity at site `i` with `d * χ * v i ^ 2 ≥ 1` destroys stability. -/
theorem enhanced_mode_unstable {X : Matrix n n ℝ} (hX : X.PosDef) (i : n) {d χ : ℝ}
    {v : n → ℝ} (hv : v ⬝ᵥ v = 1) (hmode : X *ᵥ v = χ • v)
    (hd : 1 ≤ d * χ * v i ^ 2) : ¬ (stability X i d).PosDef := by
  intro hK
  have hne : v ≠ 0 := by
    intro h
    rw [h, zero_dotProduct] at hv
    exact zero_ne_one hv
  -- the stiffness of the mode is the reciprocal of its susceptibility
  have hinv : v = χ • (X⁻¹ *ᵥ v) := by
    rw [← Matrix.mulVec_smul, ← hmode, Matrix.mulVec_mulVec,
      Matrix.nonsing_inv_mul X hX.det_pos.ne'.isUnit, Matrix.one_mulVec]
  have hQ : χ * (v ⬝ᵥ X⁻¹ *ᵥ v) = 1 := by
    rw [← smul_eq_mul, ← dotProduct_smul, ← hinv, hv]
  have hχ : 0 < χ := by
    have h : 0 < v ⬝ᵥ X *ᵥ v := by
      simpa only [star_trivial] using hX.dotProduct_mulVec_pos hne
    rwa [hmode, dotProduct_smul, hv, smul_eq_mul, mul_one] at h
  have hE : 0 < v ⬝ᵥ stability X i d *ᵥ v := by
    simpa only [star_trivial] using hK.dotProduct_mulVec_pos hne
  rw [stability_energy] at hE
  have hprod := mul_pos hχ hE
  rw [mul_sub, hQ] at hprod
  linarith

end

end StonerHostImpurity
```

```lean
#print axioms StonerHostImpurity.stability_mul_dressed
#print axioms StonerHostImpurity.impurity_response
#print axioms StonerHostImpurity.dressed_cloud
#print axioms StonerHostImpurity.enhanced_mode_unstable
```

```
'StonerHostImpurity.stability_mul_dressed' depends on axioms: [propext, Classical.choice, Quot.sound]
'StonerHostImpurity.impurity_response' depends on axioms: [propext, Classical.choice, Quot.sound]
'StonerHostImpurity.dressed_cloud' depends on axioms: [propext, Classical.choice, Quot.sound]
'StonerHostImpurity.enhanced_mode_unstable' depends on axioms: [propext, Classical.choice, Quot.sound]
```
